# A c-glide perpendicular to b extinguishes F(hkl) in every crystal exactly when k = 0 and l is odd

Q: Suppose I index a diffraction pattern from a crystal with a c-glide perpendicular to $b$. In the $h0l$ layer every reflection with odd $l$ is missing. One layer up, 011 is there and may be strong, although its $l$ is odd too. The half translation along $c$ acts on every atom, so why does it not remove all the odd-$l$ reflections? And does a formal statement about sums of exponentials capture that difference?

A: The glide does two things at once. It shifts by half of $c$, and it reflects $y$. Write the position of an atom as $(x,y,z)$ in fractional coordinates, and its phase factor in the reflection $hkl$ as

$$W_{hkl}(x,y,z)=e^{2\pi i(hx+ky+lz)}.$$

The glide image sits at $(x,-y,z+\tfrac12)$, so

$$W_{hkl}(x,-y,z+\tfrac12)=e^{\pi i l}\,e^{2\pi i(hx-ky+lz)}=(-1)^l\,W_{h,-k,l}(x,y,z).$$

The shift gives the sign and the reflection turns $k$ into $-k$. Only for $k=0$ do you get the original phase factor back whatever $y$ is, and then an odd $l$ forces the two contributions to cancel.

Q: That is one atom. What about the whole cell?

A: Let atom $j$ have scattering factor $f_j$ and position $r_j$, so that $F(hkl)=\sum_j f_jW_{hkl}(r_j)$. The glide sends atom $j$ to some atom $\sigma(j)$ of the same kind, up to a lattice translation, and a lattice translation changes the phase by a multiple of $2\pi$. Summing over $\sigma(j)$ in place of $j$ only reorders the terms:

$$F(hkl)=\sum_j f_{\sigma(j)}W_{hkl}(r_{\sigma(j)})=\sum_j f_j(-1)^lW_{h,-k,l}(r_j)=(-1)^lF(h,-k,l).$$

For $k=0$ and odd $l$ this reads $F=-F$, hence $F=0$, wherever the atoms are.

Q: And 011?

A: Take one atom and its glide image, both with scattering factor $f$. With $E=e^{2\pi i(hx+lz)}$ and $\theta=2\pi ky$, Euler's formula gives

$$F(hkl)=fE\left[(\cos\theta+i\sin\theta)+(-1)^l(\cos\theta-i\sin\theta)\right].$$

This is $2fE\cos\theta$ for even $l$ and $2ifE\sin\theta$ for odd $l$. In particular

$$F(011)=2if\sin(2\pi y)\,e^{2\pi iz}.$$

At $y=\tfrac14$ its modulus is $2|f|$: the two atoms scatter fully in phase.

Q: I accept the algebra. My doubt is about the formal version. What is a crystal there?

A: A finite list of atoms in one cell. The file starts by making the symbol `π` available, and a position is three real numbers.

In Lean 4 with Mathlib:

```lean
import Mathlib

open scoped Real

namespace CGlideAbsences

noncomputable section

/-- A position in the unit cell, in fractional coordinates. -/
structure Position where
  x : ℝ
  y : ℝ
  z : ℝ
```

The glide plane is placed at $y=0$, which fixes the origin along $b$.

```lean
/-- The c-glide operation `(x, y, z) ↦ (x, -y, z + 1/2)`. -/
def glide (p : Position) : Position := ⟨p.x, -p.y, p.z + 1 / 2⟩
```

Q: The image can land outside the cell. Is that allowed?

A: Yes. Coordinates are not confined to the interval from 0 to 1. Instead, two positions count as the same site when they differ by integers in each coordinate.

```lean
/-- Two positions are equivalent when they differ by a lattice translation. -/
def LatticeEquiv (p q : Position) : Prop :=
  ∃ a b c : ℤ, p.x = q.x + a ∧ p.y = q.y + b ∧ p.z = q.z + c
```

The phase factor $W_{hkl}$ is `wave`, with the plus sign in the exponent, and $F$ is `structureFactor`. The index type `ι` labels the atoms.

```lean
/-- The phase factor `exp(2πi(hx + ky + lz))` of an atom at `p` in the reflection `hkl`. -/
def wave (h k l : ℤ) (p : Position) : ℂ :=
  Complex.exp (2 * π * Complex.I * (h * p.x + k * p.y + l * p.z))

/-- The structure factor `F(hkl)` of a cell of atoms with scattering factors `f` at
positions `r`. -/
def structureFactor {ι : Type*} [Fintype ι] (f : ι → ℂ) (r : ι → Position)
    (h k l : ℤ) : ℂ :=
  ∑ j, f j * wave h k l (r j)
```

Q: Here `f` depends only on the atom. Real scattering factors fall off with the Bragg angle.

A: Read `f` as the list of values at the reflection under study. For the absence itself that is enough, since with $k=0$ both sides of the glide relation concern the same reflection. For general $k$ the relation uses one list for both $hkl$ and $h,-k,l$. That suits spherical atoms, because a glide of this kind requires $b$ to be perpendicular to $a$ and $c$, and then the two reflections have equal scattering angles. The file contains no cell lengths or angles, and also no multiple scattering and no anisotropic displacements.

Q: How is "has a c-glide" expressed?

A: By a permutation `σ` of the atoms. Atom `σ j` must have the same scattering factor as atom `j` and must sit, up to a lattice translation, at the glide image of atom `j`.

```lean
/-- The cell is mapped to itself by the c-glide: atoms are permuted among atoms of equal
scattering factor, up to lattice translations. -/
def GlideSymmetric {ι : Type*} (f : ι → ℂ) (r : ι → Position) : Prop :=
  ∃ σ : Equiv.Perm ι, ∀ j, f (σ j) = f j ∧ LatticeEquiv (r (σ j)) (glide (r j))
```

There is an easy mistake here: to demand `r (σ j) = glide (r j)` exactly. Add up the $z$ coordinates of all $n$ atoms on both sides. The permutation leaves the total unchanged while the glide raises it by $n/2$, so $n=0$. With strict equality only the empty cell would be glide symmetric, and the extinction rule would be true but useless.

Q: And the equality of scattering factors, does that matter?

A: Drop it and the rule fails. Put an atom with $f=1$ at the origin and one with $f=2$ at $(0,0,\tfrac12)$. The glide exchanges the two sites, yet $F(001)=1-2=-1$.

Q: Then show me that your glide pair really is a crystal in this sense.

A: The pair is the two-atom list consisting of `p` and `glide p`.

```lean
/-- The two positions `(x, y, z)` and `(x, -y, z + 1/2)`. -/
def glidePair (p : Position) : Fin 2 → Position := ![p, glide p]
```

Before checking its symmetry, the file proves the two facts about phases. For lattice translations, the exponents differ by $2\pi i$ times the integer $ha+kb+lc$. Mathlib's criterion `Complex.exp_eq_exp_iff_exists_int` asks for exactly such an integer, and the proof supplies it.

```lean
/-- Phase factors are unchanged by lattice translations. -/
theorem wave_congr (h k l : ℤ) {p q : Position} (hpq : LatticeEquiv p q) :
    wave h k l p = wave h k l q := by
  obtain ⟨a, b, c, hx, hy, hz⟩ := hpq
  simp only [wave]
  rw [Complex.exp_eq_exp_iff_exists_int]
  exact ⟨h * a + k * b + l * c, by rw [hx, hy, hz]; push_cast; ring⟩
```

The next lemma is the one-atom calculation from the start. It writes $(-1)^l$ as $e^{i\pi l}$, merges the two exponentials, and compares exponents.

```lean
/-- The glide image of an atom scatters into `hkl` with `(-1)^l` times the phase factor of the
original atom in the reflection `h, -k, l`. -/
theorem wave_glide (h k l : ℤ) (p : Position) :
    wave h k l (glide p) = (-1) ^ l * wave h (-k) l p := by
  -- the half translation along c contributes exp(πil)
  have hs : (-1 : ℂ) ^ l = Complex.exp (l * (π * Complex.I)) := by
    rw [Complex.exp_int_mul, Complex.exp_pi_mul_I]
  simp only [wave, glide]
  rw [hs, ← Complex.exp_add]
  congr 1
  push_cast
  ring
```

Q: Where does the reordering of the sum happen?

A: In the first step of the `calc` block below, through `Equiv.sum_comp`. The second step goes term by term: it replaces `f (σ j)` by `f j`, moves the atom to the glide image with `wave_congr`, and then applies `wave_glide`.

```lean
/-- In a crystal with a c-glide, `F(h, k, l) = (-1)^l F(h, -k, l)`. -/
theorem structureFactor_glide {ι : Type*} [Fintype ι] {f : ι → ℂ} {r : ι → Position}
    (hs : GlideSymmetric f r) (h k l : ℤ) :
    structureFactor f r h k l = (-1) ^ l * structureFactor f r h (-k) l := by
  obtain ⟨σ, hσ⟩ := hs
  unfold structureFactor
  -- sum over the glide images instead of the atoms themselves
  calc ∑ j, f j * wave h k l (r j)
      = ∑ j, f (σ j) * wave h k l (r (σ j)) :=
        (Equiv.sum_comp σ (fun j => f j * wave h k l (r j))).symm
    _ = (-1) ^ l * ∑ j, f j * wave h (-k) l (r j) := by
        rw [Finset.mul_sum]
        refine Finset.sum_congr rfl fun j _ => ?_
        rw [(hσ j).1, wave_congr h k l (hσ j).2, wave_glide]
        ring
```

Now the pair. The permutation is the swap of the two atoms. The first atom goes exactly to the second. The second goes to $(x,y,z+1)$, one full translation away from the first, which is why the integers `0, 0, -1` appear.

```lean
/-- Two equal atoms related by the c-glide, at any position, form a glide-symmetric cell. -/
theorem glidePair_witness (f : ℂ) (p : Position) :
    GlideSymmetric (fun _ : Fin 2 => f) (glidePair p) := by
  have key : ∀ j : Fin 2,
      LatticeEquiv (glidePair p (Equiv.swap 0 1 j)) (glide (glidePair p j)) := by
    rw [Fin.forall_fin_two, Equiv.swap_apply_left, Equiv.swap_apply_right]
    constructor
    · exact ⟨0, 0, 0, by simp [glidePair], by simp [glidePair], by simp [glidePair]⟩
    · -- two glides make one full translation along c
      refine ⟨0, 0, -1, by simp [glidePair, glide], by simp [glidePair, glide], ?_⟩
      show p.z = p.z + 1 / 2 + 1 / 2 + ((-1 : ℤ) : ℝ)
      push_cast
      ring
  exact ⟨Equiv.swap 0 1, fun j => ⟨rfl, key j⟩⟩
```

Q: So the symmetry of the pair is proved, for any position and any `f`. What about your cosine and sine?

A: They come from splitting the $y$ part off the phase factor with Euler's formula.

```lean
/-- The phase factor with its dependence on `y` written as a cosine and a sine. -/
theorem wave_split (h k l : ℤ) (p : Position) :
    wave h k l p = Complex.exp (2 * π * Complex.I * (h * p.x + l * p.z)) *
      ((Real.cos (2 * π * k * p.y) : ℂ) + (Real.sin (2 * π * k * p.y) : ℂ) * Complex.I) := by
  rw [Complex.ofReal_cos, Complex.ofReal_sin, ← Complex.exp_mul_I, ← Complex.exp_add, wave]
  congr 1
  push_cast
  ring
```

The pair formula then follows the calculation by hand. `hsum` writes $F$ as the sum of the two contributions, `hneg` turns $-k$ into a change of sign of the angle, and the parity of $l$ decides which terms cancel.

```lean
/-- The structure factor of a glide pair: a cosine in `y` for even `l`, and `i` times a sine
in `y` for odd `l`. -/
theorem structureFactor_glidePair (f : ℂ) (p : Position) (h k l : ℤ) :
    (Even l → structureFactor (fun _ : Fin 2 => f) (glidePair p) h k l =
      2 * f * (Real.cos (2 * π * k * p.y) : ℂ) *
        Complex.exp (2 * π * Complex.I * (h * p.x + l * p.z))) ∧
    (Odd l → structureFactor (fun _ : Fin 2 => f) (glidePair p) h k l =
      2 * Complex.I * f * (Real.sin (2 * π * k * p.y) : ℂ) *
        Complex.exp (2 * π * Complex.I * (h * p.x + l * p.z))) := by
  have hsum : structureFactor (fun _ : Fin 2 => f) (glidePair p) h k l =
      f * wave h k l p + f * ((-1) ^ l * wave h (-k) l p) := by
    rw [← wave_glide, structureFactor, Fin.sum_univ_two]
    rfl
  have hneg : 2 * π * ((-k : ℤ) : ℝ) * p.y = -(2 * π * k * p.y) := by
    push_cast
    ring
  rw [hsum, wave_split h k l, wave_split h (-k) l, hneg, Real.cos_neg, Real.sin_neg,
    Complex.ofReal_neg]
  constructor
  · intro hl
    rw [hl.neg_one_zpow]
    ring
  · intro hl
    rw [hl.neg_one_zpow]
    ring
```

Q: With $k=0$ and odd $l$ the sine is zero for every $y$, so the pair already shows the absence.

A: Yes, and with $h=0$, $k=l=1$ the same formula gives the reflection you asked about. The theorem has two parts: the closed form of $F(011)$ for any `f` and `p`, and the statement that it is nonzero if `p.y = 1 / 4` and `f ≠ 0`. For the second part the proof rewrites $2\pi y$ as $\pi/2$, where the sine is 1, and uses that an exponential is never zero.

```lean
/-- For a glide pair, `F(011) = 2i f sin(2πy) exp(2πiz)`, and this is nonzero for `y = 1/4`
and `f ≠ 0`. -/
theorem structureFactor_011 (f : ℂ) (p : Position) :
    structureFactor (fun _ : Fin 2 => f) (glidePair p) 0 1 1 =
      2 * Complex.I * f * (Real.sin (2 * π * p.y) : ℂ) *
        Complex.exp (2 * π * Complex.I * p.z) ∧
    (p.y = 1 / 4 → f ≠ 0 →
      structureFactor (fun _ : Fin 2 => f) (glidePair p) 0 1 1 ≠ 0) := by
  have hF : structureFactor (fun _ : Fin 2 => f) (glidePair p) 0 1 1 =
      2 * Complex.I * f * (Real.sin (2 * π * p.y) : ℂ) *
        Complex.exp (2 * π * Complex.I * p.z) := by
    rw [(structureFactor_glidePair f p 0 1 1).2 odd_one]
    simp only [Int.cast_zero, Int.cast_one, zero_mul, zero_add, one_mul, mul_one]
  refine ⟨hF, fun hy hf => ?_⟩
  have e : 2 * π * p.y = π / 2 := by
    rw [hy]
    ring
  rw [hF, e, Real.sin_pi_div_two]
  simp [hf, Complex.exp_ne_zero]
```

Q: One nonzero reflection shows that 011 is not systematically absent. Your title claims more: that no reflection outside the odd-$l$ part of the $h0l$ zone is systematically absent.

A: That is the last theorem. Fix $h$, $k$ and $l$. The left side says that for every number of atoms `n`, all scattering factors and all positions, glide symmetry implies $F(hkl)=0$. The theorem says this holds exactly when $k=0$ and $l$ is odd.

Q: Why does "for every crystal" stand inside the left side? Could one not state the equivalence for each crystal separately?

A: That version would be false. A pair with $y=0$ has $F(011)=0$ because the sine vanishes, although $k=1$. Such a zero belongs to that particular arrangement of atoms: start the pair from $y=\tfrac14$ instead and it is gone. A systematic absence is one that survives every choice of atoms, and the position of the quantifier says so.

Q: So to prove the converse you need, for each other reflection, one crystal that shows it.

A: A pair with $f=1$ always suffices. If $l$ is even, start from the origin: $F(hkl)=2$. If $l$ is odd and $k\neq0$, start from $(0,\tfrac1{4k},0)$. Then $2\pi ky=\pi/2$ and $F(hkl)=2i$, also for negative $k$.

```lean
/-- The reflection `hkl` vanishes for every crystal with the c-glide exactly when `k = 0` and
`l` is odd. -/
theorem systematic_absence_iff (h k l : ℤ) :
    (∀ (n : ℕ) (f : Fin n → ℂ) (r : Fin n → Position),
      GlideSymmetric f r → structureFactor f r h k l = 0) ↔ k = 0 ∧ Odd l := by
  constructor
  · intro H
    rcases Int.even_or_odd l with hl | hl
    · -- even l: a pair generated from the origin scatters in phase
      exfalso
      have h0 := H 2 (fun _ => (1 : ℂ)) (glidePair ⟨0, 0, 0⟩) (glidePair_witness 1 _)
      rw [(structureFactor_glidePair 1 ⟨0, 0, 0⟩ h k l).1 hl] at h0
      simp at h0
    · -- odd l and k ≠ 0: the sine is 1 at y = 1/(4k)
      refine ⟨?_, hl⟩
      by_contra hk
      have hk' : (k : ℝ) ≠ 0 := Int.cast_ne_zero.mpr hk
      have e : 2 * π * (k : ℝ) * ((k : ℝ)⁻¹ / 4) = π / 2 := by
        linear_combination (π / 2) * mul_inv_cancel₀ hk'
      have h0 := H 2 (fun _ => (1 : ℂ)) (glidePair ⟨0, (k : ℝ)⁻¹ / 4, 0⟩)
        (glidePair_witness 1 _)
      rw [(structureFactor_glidePair 1 ⟨0, (k : ℝ)⁻¹ / 4, 0⟩ h k l).2 hl] at h0
      dsimp only at h0
      rw [e, Real.sin_pi_div_two] at h0
      simp at h0
  · rintro ⟨rfl, hl⟩ n f r hs
    -- the glide relation reads F = -F in the zone k = 0
    have hF := structureFactor_glide hs h 0 l
    rw [neg_zero, hl.neg_one_zpow] at hF
    linear_combination hF / 2

end

end CGlideAbsences
```

In the code, `H` is the assumption that the reflection vanishes for every glide-symmetric crystal. Each case applies `H` to the chosen pair, with `glidePair_witness` providing the symmetry, and the pair formula then turns the resulting equation into a contradiction. The last branch is the absence itself: the glide relation at $k=0$ becomes $F=-F$, and `linear_combination hF / 2` concludes $F=0$.

```lean
#print axioms CGlideAbsences.structureFactor_011
#print axioms CGlideAbsences.systematic_absence_iff
```

```
'CGlideAbsences.structureFactor_011' depends on axioms: [propext, Classical.choice, Quot.sound]
'CGlideAbsences.systematic_absence_iff' depends on axioms: [propext, Classical.choice, Quot.sound]
```

Q: Can I turn this round and deduce a c-glide from the missing reflections in my pattern?

A: Not from this theorem. It starts from the symmetry and tells you which reflections must vanish. A pattern with those absences is evidence for a glide, but a particular structure may have weak or zero reflections for other reasons. The theorem also requires only the c-glide and the lattice translations; in a crystal with more symmetry these absences remain, and centring or further glides and screws can add others.

Q: Does it matter outside diffraction?

A: In a plane-wave calculation where the crystal potential is modelled as a superposition of spherical atomic potentials, each Fourier coefficient is a sum of the same form, so the $h0l$ coefficients with odd $l$ vanish there as well. That makes a convenient check on a structure file that is supposed to have this glide: a clearly nonzero value at such an index points to a misplaced atom, a wrong species or a different choice of axes.

Q: Then my original puzzle comes down to the reflection in $y$.

A: Yes. A pure translation by half of $c$ would leave $k$ alone and remove every reflection with odd $l$. The glide relates $hkl$ to $h,-k,l$, and for $k\neq0$ those are two different reflections, whose amplitudes can be opposite without being zero. For the pair at $y=\tfrac14$, $z=0$ you can see it directly: $F(011)=2if$ and $F(0\bar11)=-2if$.
